# For an excitation energy quadratic in the coordinates of independent harmonic modes, the mean over all special displacements is the thermal mean

A: Take the coordinates $x_0,\dots,x_{n-1}$ of $n$ independent harmonic phonon modes and an electronic excitation energy
$$E(x)=E_0+\sum_i a_i x_i+\sum_{i,j} b_{ij}x_i x_j .$$
A special displacement sets every $x_i$ to $+\sigma_i$ or $-\sigma_i$, where $\sigma_i^2$ is the thermal mean square of mode $i$. Over all $2^n$ sign choices, the mean of $E$ equals its thermal average,
$$m=E_0+\sum_i b_{ii}\sigma_i^2,$$
and for symmetric $b$ the variance over these sign choices is
$$\sum_i a_i^2\sigma_i^2+4\sum_{i<j}b_{ij}^2\sigma_i^2\sigma_j^2 .$$

Q: A thermal distribution is continuous, and you replace it by the corners of a box. Why should the means agree?

A: Because $E$ is quadratic, its mean needs only first and second moments. For independent centred Gaussians, $\langle x_i\rangle=0$ and $\langle x_ix_j\rangle=\delta_{ij}\sigma_i^2$, so linearity gives $m$. For the corners, split off one mode. With $n+1$ modes, write $x=(\pm\sigma_0,y)$, where $y_j=x_{j+1}$. Then $E=A(y)\pm\sigma_0B(y)$, with
$$A=E_0+b_{00}\sigma_0^2+\sum_j a_{j+1}y_j+\sum_{i,j}b_{i+1,j+1}y_iy_j,$$
$$B=a_0+2\sum_j b_{0,j+1}y_j ,$$
where the factor 2 uses the symmetry of $b$. Averaging over the first sign leaves $A$, a quadratic energy of $n$ modes with constant term $E_0+b_{00}\sigma_0^2$. Repeating this down to no modes gives $m$.

Q: And the variance?

A: Average the squared deviation over the first sign:
$$\tfrac12\left[(A+\sigma_0B-m)^2+(A-\sigma_0B-m)^2\right]=(A-m)^2+\sigma_0^2B^2 .$$
Since $m$ is also the mean of $A$, the first term averages to the variance for $n$ modes. For the second we need the mean square of a linear form $c+\sum_i v_ix_i$. If $L$ is the part without $x_0$, the sign average of $(L\pm v_0\sigma_0)^2$ is $L^2+v_0^2\sigma_0^2$. By repetition the mean square is $c^2+\sum_i v_i^2\sigma_i^2$. Hence
$$\sigma_0^2\langle B^2\rangle=a_0^2\sigma_0^2+4\sum_j b_{0,j+1}^2\sigma_0^2\sigma_{j+1}^2,$$
which supplies exactly the terms containing mode 0. With no modes the variance is zero, and the induction closes.

Q: Show me that the code talks about this energy and these displacements.

In Lean 4 with Mathlib:

```lean
import Mathlib

open MeasureTheory ProbabilityTheory

namespace SpecialDisplacement

noncomputable section

/-- Excitation energy as a quadratic function of the phonon coordinates `x`. -/
def energy {n : ℕ} (E0 : ℝ) (a : Fin n → ℝ) (b : Fin n → Fin n → ℝ) (x : Fin n → ℝ) : ℝ :=
  E0 + ∑ i, a i * x i + ∑ i, ∑ j, b i j * x i * x j

/-- The special displacement with amplitudes `σ` and signs `s`. -/
def displacement {n : ℕ} (σ : Fin n → ℝ) (s : Fin n → Bool) : Fin n → ℝ :=
  fun i => if s i then σ i else -σ i
```

A: `Fin n` labels the modes from $0$ to $n-1$. The double sum in `energy` runs over all ordered pairs, so a symmetric off-diagonal coupling enters twice. That fixes the factor 4 in the variance. A sign choice is a function `s` to `Bool`, with `true` meaning $+\sigma_i$.

```lean
/-- Uniform average of an observable over all `2 ^ n` special displacements. -/
def specialAvg {n : ℕ} (σ : Fin n → ℝ) (f : (Fin n → ℝ) → ℝ) : ℝ :=
  (∑ s : Fin n → Bool, f (displacement σ s)) / 2 ^ n

/-- Variance of an observable over all special displacements. -/
def specialVar {n : ℕ} (σ : Fin n → ℝ) (f : (Fin n → ℝ) → ℝ) : ℝ :=
  specialAvg σ (fun x => (f x - specialAvg σ f) ^ 2)
```

The mean is uniform over sign choices, and the variance divides by $2^n$ as well. It is the spread between special displacements, not the thermal variance: for $E=x_0^2$ the former is zero, while the Gaussian one is $2\sigma_0^4$.

Q: Where is the temperature?

A: Inside $\sigma$, which is given and not derived. For a quantum harmonic mode of mass $M_i$ and frequency $\omega_i$ one would insert $\sigma_i^2=\frac{\hbar}{2M_i\omega_i}\coth\frac{\hbar\omega_i}{2k_BT}$. The thermal state is modelled by its position distribution, a product of centred Gaussians:

```lean
/-- Thermal distribution of independent harmonic modes: centred Gaussians of variance `σ i ^ 2`. -/
def thermalMeasure {n : ℕ} (σ : Fin n → ℝ) : Measure (Fin n → ℝ) :=
  Measure.pi (fun i => gaussianReal 0 (σ i ^ 2).toNNReal)

instance {n : ℕ} (σ : Fin n → ℝ) : IsProbabilityMeasure (thermalMeasure σ) := by
  unfold thermalMeasure
  infer_instance
```

The instance records that the total probability is one. Anharmonicity and correlations between modes are absent, as are terms of $E$ beyond second order.

Q: Practical special-displacement calculations often use one configuration with carefully chosen signs. Is that justified here?

A: No single configuration is singled out. Within this quadratic, harmonic model, the result tells someone computing exciton energies at frozen displacements that the full sign average has no bias, and how widely individual configurations scatter about it.

Q: Then take me through the proof.

A: First, the special average is linear and leaves constants alone.

```lean
lemma specialAvg_add {n : ℕ} (σ : Fin n → ℝ) (f g : (Fin n → ℝ) → ℝ) :
    specialAvg σ (fun x => f x + g x) = specialAvg σ f + specialAvg σ g := by
  simp only [specialAvg, Finset.sum_add_distrib, add_div]

lemma specialAvg_const_mul {n : ℕ} (σ : Fin n → ℝ) (c : ℝ) (f : (Fin n → ℝ) → ℝ) :
    specialAvg σ (fun x => c * f x) = c * specialAvg σ f := by
  simp only [specialAvg, ← Finset.mul_sum, mul_div_assoc]

lemma specialAvg_const {n : ℕ} (σ : Fin n → ℝ) (c : ℝ) :
    specialAvg σ (fun _ => c) = c := by
  simp [specialAvg]
```

Next comes the splitting of the first sign. `Fin.consEquiv` matches a sign vector for $n+1$ modes with a first sign and a vector for the rest, and $2^{n+1}=2\cdot2^n$ takes care of the normalisation.

```lean
/-- The special average can be taken over the sign of the first mode first,
and then over the remaining modes. -/
theorem specialAvg_succ {n : ℕ} (σ : Fin (n + 1) → ℝ) (f : (Fin (n + 1) → ℝ) → ℝ) :
    specialAvg σ f = specialAvg (fun i => σ i.succ)
      (fun y => (f (Fin.cons (σ 0) y) + f (Fin.cons (-σ 0) y)) / 2) := by
  have h : ∀ (c : Bool) (s : Fin n → Bool),
      displacement σ (Fin.consEquiv (fun _ => Bool) (c, s)) =
        (Fin.cons (if c then σ 0 else -σ 0) (displacement (fun i => σ i.succ) s) :
          Fin (n + 1) → ℝ) := by
    intro c s
    funext i
    refine Fin.cases ?_ (fun j => ?_) i <;> simp [displacement, Fin.consEquiv]
  unfold specialAvg
  rw [← (Fin.consEquiv (fun _ => Bool)).sum_comp, Fintype.sum_prod_type, Fintype.sum_bool,
    ← Finset.sum_add_distrib, ← Finset.sum_div, pow_succ', div_div]
  simp [h]
```

The decomposition of $E$ follows, for a general first coordinate $t$ and without assuming symmetry. A companion lemma moves a constant into $E_0$.

```lean
lemma energy_cons {n : ℕ} (E0 : ℝ) (a : Fin (n + 1) → ℝ) (b : Fin (n + 1) → Fin (n + 1) → ℝ)
    (t : ℝ) (y : Fin n → ℝ) :
    energy E0 a b (Fin.cons t y) =
      energy E0 (fun i => a i.succ) (fun i j => b i.succ j.succ) y + b 0 0 * t ^ 2
        + t * (a 0 + ∑ j, (b 0 j.succ + b j.succ 0) * y j) := by
  have h1 : ∑ j : Fin n, b 0 j.succ * t * y j = t * ∑ j : Fin n, b 0 j.succ * y j := by
    rw [Finset.mul_sum]
    exact Finset.sum_congr rfl fun j _ => by ring
  have h2 : ∑ j : Fin n, b j.succ 0 * y j * t = t * ∑ j : Fin n, b j.succ 0 * y j := by
    rw [Finset.mul_sum]
    exact Finset.sum_congr rfl fun j _ => by ring
  simp only [energy, Fin.sum_univ_succ, Fin.cons_zero, Fin.cons_succ, add_mul,
    Finset.sum_add_distrib]
  linear_combination h1 + h2

lemma energy_shift {n : ℕ} (E0 c : ℝ) (a : Fin n → ℝ) (b : Fin n → Fin n → ℝ)
    (y : Fin n → ℝ) : energy (E0 + c) a b y = energy E0 a b y + c := by
  simp only [energy]
  ring
```

The mean is now an induction on the number of modes. In it, `hstep` is the cancellation of $\pm\sigma_0B$.

```lean
/-- The special average of the energy is `E0` plus the diagonal quadratic couplings
weighted by the squared amplitudes. -/
theorem specialAvg_energy : ∀ {n : ℕ} (σ a : Fin n → ℝ) (b : Fin n → Fin n → ℝ) (E0 : ℝ),
    specialAvg σ (energy E0 a b) = E0 + ∑ i, b i i * σ i ^ 2 := by
  intro n
  induction n with
  | zero => intro σ a b E0; simp [specialAvg, energy]
  | succ n ih =>
    intro σ a b E0
    -- the terms odd in the first coordinate cancel
    have hstep : (fun y : Fin n → ℝ => (energy E0 a b (Fin.cons (σ 0) y)
        + energy E0 a b (Fin.cons (-σ 0) y)) / 2) =
        energy (E0 + b 0 0 * σ 0 ^ 2) (fun i => a i.succ) (fun i j => b i.succ j.succ) := by
      funext y
      rw [energy_cons, energy_cons, energy_shift]
      ring
    rw [specialAvg_succ, hstep, ih, Fin.sum_univ_succ]
    ring
```

The linear form is treated in the same way, and `sum_pairs_succ` separates the pairs containing mode 0 from the others.

```lean
/-- Mean square of a linear form over the special displacements. -/
theorem specialAvg_linear_sq : ∀ {n : ℕ} (σ v : Fin n → ℝ) (c : ℝ),
    specialAvg σ (fun x => (c + ∑ i, v i * x i) ^ 2) = c ^ 2 + ∑ i, v i ^ 2 * σ i ^ 2 := by
  intro n
  induction n with
  | zero => intro σ v c; simp [specialAvg]
  | succ n ih =>
    intro σ v c
    have hstep : (fun y : Fin n → ℝ =>
        ((c + ∑ i, v i * (Fin.cons (σ 0) y : Fin (n + 1) → ℝ) i) ^ 2
          + (c + ∑ i, v i * (Fin.cons (-σ 0) y : Fin (n + 1) → ℝ) i) ^ 2) / 2) =
        fun y => (c + ∑ i, v i.succ * y i) ^ 2 + v 0 ^ 2 * σ 0 ^ 2 := by
      funext y
      simp only [Fin.sum_univ_succ, Fin.cons_zero, Fin.cons_succ]
      ring
    rw [specialAvg_succ, hstep, specialAvg_add, specialAvg_const,
      ih (fun i => σ i.succ) (fun i => v i.succ) c, Fin.sum_univ_succ]
    ring

lemma sum_pairs_succ {n : ℕ} (F : Fin (n + 1) → Fin (n + 1) → ℝ) :
    ∑ i, ∑ j with i < j, F i j =
      ∑ j : Fin n, F 0 j.succ + ∑ i : Fin n, ∑ j with i < j, F i.succ j.succ := by
  simp [Finset.sum_filter, Fin.sum_univ_succ]
```

For the variance, the proof replaces the mean by its explicit value before starting the induction. Here `hstep` is the identity with $(A-m)^2+\sigma_0^2B^2$, `h1` is the induction hypothesis for $A$, and `h2` is the mean square of $B$.

```lean
/-- Variance of the energy over the special displacements, for symmetric quadratic coupling. -/
theorem specialVar_energy {n : ℕ} (σ a : Fin n → ℝ) (b : Fin n → Fin n → ℝ) (E0 : ℝ)
    (hb : ∀ i j, b i j = b j i) :
    specialVar σ (energy E0 a b) = ∑ i, a i ^ 2 * σ i ^ 2
      + 4 * ∑ i, ∑ j with i < j, b i j ^ 2 * σ i ^ 2 * σ j ^ 2 := by
  unfold specialVar
  rw [specialAvg_energy]
  revert σ a b E0
  induction n with
  | zero => intro σ a b E0 _; simp [specialAvg, energy]
  | succ n ih =>
    intro σ a b E0 hb
    -- averaging over the first sign separates the even and odd parts
    have hstep : (fun y : Fin n → ℝ =>
        ((energy E0 a b (Fin.cons (σ 0) y) - (E0 + ∑ i, b i i * σ i ^ 2)) ^ 2
          + (energy E0 a b (Fin.cons (-σ 0) y) - (E0 + ∑ i, b i i * σ i ^ 2)) ^ 2) / 2) =
        fun y => (energy (E0 + b 0 0 * σ 0 ^ 2) (fun i => a i.succ)
            (fun i j => b i.succ j.succ) y
            - (E0 + b 0 0 * σ 0 ^ 2 + ∑ i : Fin n, b i.succ i.succ * σ i.succ ^ 2)) ^ 2
          + σ 0 ^ 2 * (a 0 + ∑ j : Fin n, (2 * b 0 j.succ) * y j) ^ 2 := by
      funext y
      have e : ∑ j : Fin n, (b 0 j.succ + b j.succ 0) * y j
          = ∑ j : Fin n, (2 * b 0 j.succ) * y j :=
        Finset.sum_congr rfl fun j _ => by rw [hb j.succ 0]; ring
      rw [energy_cons, energy_cons, energy_shift, e, Fin.sum_univ_succ]
      ring
    have h1 := ih (fun i => σ i.succ) (fun i => a i.succ) (fun i j => b i.succ j.succ)
      (E0 + b 0 0 * σ 0 ^ 2) (fun i j => hb _ _)
    have h2 := specialAvg_linear_sq (fun i => σ i.succ) (fun j => 2 * b 0 j.succ) (a 0)
    have h3 : ∑ j : Fin n, b 0 j.succ ^ 2 * σ 0 ^ 2 * σ j.succ ^ 2 * 4
        = σ 0 ^ 2 * ∑ j : Fin n, (2 * b 0 j.succ) ^ 2 * σ j.succ ^ 2 := by
      rw [Finset.mul_sum]
      exact Finset.sum_congr rfl fun j _ => by ring
    rw [← Finset.sum_mul] at h3
    rw [specialAvg_succ, hstep, specialAvg_add, specialAvg_const_mul, h1, h2,
      sum_pairs_succ (fun i j => b i j ^ 2 * σ i ^ 2 * σ j ^ 2),
      Fin.sum_univ_succ (fun i => a i ^ 2 * σ i ^ 2)]
    linear_combination -h3
```

Q: Symmetry enters as `hb`. Does it matter?

A: For the variance, yes. Take two modes with $\sigma_0=\sigma_1=1$, $a=0$, $b_{01}=1$ and all other $b_{ij}=0$. Then $E-E_0=x_0x_1=\pm1$, with variance 1, but the formula would give 4. The mean needs no symmetry.

Q: And the Gaussian side?

A: Each coordinate has the expected Gaussian as its marginal and is square-integrable, so one-mode integrals reduce to integrals over the real line.

```lean
lemma eval_preserving {n : ℕ} (σ : Fin n → ℝ) (i : Fin n) :
    MeasurePreserving (fun x : Fin n → ℝ => x i) (thermalMeasure σ)
      (gaussianReal 0 (σ i ^ 2).toNNReal) :=
  measurePreserving_eval (fun k => gaussianReal 0 (σ k ^ 2).toNNReal) i

lemma memLp_coord {n : ℕ} (σ : Fin n → ℝ) (i : Fin n) :
    MemLp (fun x : Fin n → ℝ => x i) 2 (thermalMeasure σ) :=
  (memLp_id_gaussianReal' 2 (by simp)).comp_measurePreserving (eval_preserving σ i)

lemma thermal_coord {n : ℕ} (σ : Fin n → ℝ) (i : Fin n) (f : ℝ → ℝ) (hf : Continuous f) :
    ∫ x, f (x i) ∂thermalMeasure σ = ∫ t, f t ∂gaussianReal 0 (σ i ^ 2).toNNReal := by
  have h := eval_preserving σ i
  rw [← h.map_eq, integral_map h.measurable.aemeasurable hf.aestronglyMeasurable]

lemma thermal_first {n : ℕ} (σ : Fin n → ℝ) (i : Fin n) :
    ∫ x, x i ∂thermalMeasure σ = 0 :=
  (thermal_coord σ i (fun t => t) continuous_id).trans integral_id_gaussianReal
```

For second moments the proof splits into two cases: equal indices give the variance of one Gaussian, and distinct indices give a product of zero means by independence.

```lean
/-- The thermal mean of `x i * x j` is `σ i ^ 2` if `i = j` and zero otherwise. -/
theorem thermal_second {n : ℕ} (σ : Fin n → ℝ) (i j : Fin n) :
    ∫ x, x i * x j ∂thermalMeasure σ = if i = j then σ i ^ 2 else 0 := by
  split_ifs with hij
  · subst hij
    have hv := variance_of_integral_eq_zero (X := id)
      (μ := gaussianReal 0 (σ i ^ 2).toNNReal) aemeasurable_id integral_id_gaussianReal
    rw [variance_id_gaussianReal, Real.coe_toNNReal _ (sq_nonneg _)] at hv
    rw [thermal_coord σ i (fun t => t * t) (by fun_prop)]
    refine Eq.trans ?_ hv.symm
    simp only [id, pow_two]
  · have hI : IndepFun (fun x : Fin n → ℝ => x i) (fun x => x j) (thermalMeasure σ) :=
      (iIndepFun_pi (μ := fun k => gaussianReal 0 (σ k ^ 2).toNNReal)
        (X := fun _ => id) (fun _ => aemeasurable_id)).indepFun hij
    rw [hI.integral_fun_mul_eq_mul_integral (memLp_coord σ i).aestronglyMeasurable
      (memLp_coord σ j).aestronglyMeasurable, thermal_first, zero_mul]
```

The thermal energy then follows term by term. Most of the work is showing that each term is integrable, which allows the integral to be exchanged with the finite sums.

```lean
/-- Thermal average of the quadratic excitation energy. -/
theorem thermal_energy {n : ℕ} (σ a : Fin n → ℝ) (b : Fin n → Fin n → ℝ) (E0 : ℝ) :
    ∫ x, energy E0 a b x ∂thermalMeasure σ = E0 + ∑ i, b i i * σ i ^ 2 := by
  have k1 : ∀ i, Integrable (fun x : Fin n → ℝ => a i * x i) (thermalMeasure σ) :=
    fun i => ((memLp_coord σ i).integrable (by norm_num)).const_mul _
  have k2 : ∀ i j, Integrable (fun x : Fin n → ℝ => b i j * x i * x j) (thermalMeasure σ) := by
    intro i j
    refine (((memLp_coord σ i).integrable_mul (memLp_coord σ j)).const_mul (b i j)).congr
      (ae_of_all _ fun x => ?_)
    simp only [Pi.mul_apply]
    ring
  have i1 := integrable_finsetSum Finset.univ fun i _ => k1 i
  have k3 := fun i => integrable_finsetSum Finset.univ fun j _ => k2 i j
  have i2 := integrable_finsetSum Finset.univ fun i _ => k3 i
  have i0 : Integrable (fun x : Fin n → ℝ => E0 + ∑ i, a i * x i) (thermalMeasure σ) :=
    (integrable_const _).add i1
  have s1 : ∫ x, ∑ i, a i * x i ∂thermalMeasure σ = 0 := by
    rw [MeasureTheory.integral_finsetSum _ fun i _ => k1 i]
    simp [integral_const_mul, thermal_first]
  have s2 : ∫ x, ∑ i, ∑ j, b i j * x i * x j ∂thermalMeasure σ = ∑ i, b i i * σ i ^ 2 := by
    rw [MeasureTheory.integral_finsetSum _ fun i _ => k3 i]
    refine Finset.sum_congr rfl fun i _ => ?_
    rw [MeasureTheory.integral_finsetSum _ fun j _ => k2 i j]
    simp [mul_assoc, integral_const_mul, thermal_second]
  simp only [energy]
  rw [integral_add i0 i2, integral_add (integrable_const _) i1, s1, s2]
  simp
```

Q: So what does the main theorem say?

A: For any number of modes, any real $\sigma$, $a$, $E_0$ and any symmetric real $b$, it states three equalities: special average equals Gaussian integral, special average equals $m$, and the variance has the form given at the start.

```lean
/-- For symmetric quadratic coupling, the average of the energy over all special displacements
equals its thermal average and has the value `E0 + ∑ i, b i i * σ i ^ 2`. The variance of the energy
over the special displacements is given by the linear and the off-diagonal quadratic couplings. -/
theorem special_displacement {n : ℕ} (σ a : Fin n → ℝ) (b : Fin n → Fin n → ℝ) (E0 : ℝ)
    (hb : ∀ i j, b i j = b j i) :
    specialAvg σ (energy E0 a b) = ∫ x, energy E0 a b x ∂thermalMeasure σ ∧
    specialAvg σ (energy E0 a b) = E0 + ∑ i, b i i * σ i ^ 2 ∧
    specialVar σ (energy E0 a b) = ∑ i, a i ^ 2 * σ i ^ 2
      + 4 * ∑ i, ∑ j with i < j, b i j ^ 2 * σ i ^ 2 * σ j ^ 2 :=
  ⟨(specialAvg_energy σ a b E0).trans (thermal_energy σ a b E0).symm,
    specialAvg_energy σ a b E0, specialVar_energy σ a b E0 hb⟩
```

Q: Try it on one mode.

A: The two energies are $E_0+b_{00}\sigma_0^2\pm a_0\sigma_0$. Their mean is $E_0+b_{00}\sigma_0^2$ and their variance is $a_0^2\sigma_0^2$. All the scatter comes from the linear coupling.

Q: Then averaging the energies at each displacement and its mirror image should remove the linear coupling's contribution to the variance.

A: It does, for any number of modes. The combination $\tfrac12[E(x)+E(-x)]$ is the same quadratic energy with $a=0$, so the variance formula applies again and only the off-diagonal couplings remain.

```lean
/-- For symmetric quadratic coupling, averaging the energies at each displacement and at its mirror
image leaves only the off-diagonal quadratic couplings in the variance over the special
displacements. -/
theorem specialVar_mirror {n : ℕ} (σ a : Fin n → ℝ) (b : Fin n → Fin n → ℝ) (E0 : ℝ)
    (hb : ∀ i j, b i j = b j i) :
    specialVar σ (fun x => (energy E0 a b x + energy E0 a b (-x)) / 2) =
      4 * ∑ i, ∑ j with i < j, b i j ^ 2 * σ i ^ 2 * σ j ^ 2 := by
  have h : (fun x => (energy E0 a b x + energy E0 a b (-x)) / 2) =
      energy E0 (fun _ => 0) b := by
    funext x
    simp only [energy, Pi.neg_apply, mul_neg, neg_mul, neg_neg, Finset.sum_neg_distrib,
      zero_mul, Finset.sum_const_zero]
    ring
  rw [h, specialVar_energy σ _ b E0 hb]
  simp

end

end SpecialDisplacement
```

```lean
#print axioms SpecialDisplacement.special_displacement
-- 'SpecialDisplacement.special_displacement' depends on axioms: [propext, Classical.choice, Quot.sound]
#print axioms SpecialDisplacement.specialVar_mirror
-- 'SpecialDisplacement.specialVar_mirror' depends on axioms: [propext, Classical.choice, Quot.sound]
```
